# Minimum-image Coulomb energies on a grid are exact for every density in a box inside the cell if and only if the cell is at least twice the box's extent along each axis

**Question.** I put a charge $+1$ at point 0 and a charge $-1$ at point 2 of a periodic axis with three grid points. Their true separation is 2, but the shorter way round the cell is 1, so a minimum-image Coulomb sum binds them too strongly. With four points both ways round have length 2, and the error is gone.

For an isolated molecule in a plane-wave code I am told to make the cell twice as long as the density. My density already fits in the cell with some vacuum around it. Is the factor of two a real threshold or a cautious rule of thumb? And would an interaction that decays faster than $1/r$ let me use a smaller cell?

**Answer.** With minimum-image distances it is a real threshold, if the energy has to be right for every density in the box. Faster decay does not move it: below the factor of two, any interaction that decreases strictly with separation gives a wrong energy for some density. Faster decay can make that error small, but not zero. A particular density may still come out right in a smaller cell, as a single point charge does.

## In a short cell, two charges at opposite faces see each other too close

Let the cell have $N_i$ grid points along axis $i$, and let the density $\rho$ live on the box $0\le x_i\le D_i$, with $0\le D_i<N_i$. The minimum-image distance along the axis is
$$m_i(d)=\min(d \bmod N_i,\; N_i-d \bmod N_i).$$
For $|d|<N_i$ this equals $\min(|d|,N_i-|d|)$. If $d\ge 0$, then $d \bmod N_i=d$; if $d<0$, then $d \bmod N_i=N_i-|d|$, and the two entries of the minimum change places.

For an interaction $w$ that depends on the vector of axis separations, compare
$$E_{\rm iso}=\sum_{x,y}\rho(x)\rho(y)\,w(|x-y|),\qquad E_{\rm cell}=\sum_{x,y}\rho(x)\rho(y)\,w(m(x-y)),$$
where $|\cdot|$ and $m$ act on each component.

**A doubled cell is enough.** Suppose $2D_i\le N_i$ on every axis. Two points of the box satisfy $|x_i-y_i|\le D_i$, so
$$|x_i-y_i|\le D_i\le N_i-D_i\le N_i-|x_i-y_i|.$$
Hence $m_i(x_i-y_i)=|x_i-y_i|$, and the two sums agree term by term.

**A shorter cell fails.** Place $q$ at the origin and $q'$ at a point $p$ of the box. For any kernel $K$ of the displacement, the double sum is
$$(q^2+q'^2)K(0)+qq'\,[K(p)+K(-p)].$$
Both energies have the same self-term $w(0)$, and both kernels are even, so
$$E_{\rm cell}-E_{\rm iso}=2qq'\,[w(m(p))-w(|p|)].$$
Now let $N_i<2D_i$ for some axis $i$. Take $q=1$, $q'=-1$, and let $p$ have component $D_i$ along axis $i$ and zero elsewhere. The true separation is $D_i$, while the minimum image is at $N_i-D_i$, with $0<N_i-D_i<D_i$. If $w$ decreases strictly, then $w(m(p))>w(|p|)$ and the cell energy is too low. For $w=1/r$ the error is
$$-2\left(\frac{1}{N_i-D_i}-\frac{1}{D_i}\right),$$
which is $-1$ for your three-point axis. The sums count each pair twice; with the usual factor $\tfrac12$ it is $-\tfrac12$.

**Coulomb decreases strictly.** If no component of a nonzero separation shrinks and at least one grows, the sum of squares grows and $1/r$ falls. Coulomb alone therefore forces the condition on the cell.

Your example is the smallest failure: $D_i<N_i<2D_i$ has no integer solution until $D_i=2$, $N_i=3$.

## What the Lean statements say

- `ι` is the finite set of axes, so the dimension is arbitrary. `N` and `D` assign an integer to each axis. `D i` is the index of the last point, so the box has $D_i+1$ points along that axis.
- `Finset.Icc 0 D` is the box, because vectors are ordered component by component. Values of `ρ` outside it never enter the energies.
- `isolatedEnergy` and `cellEnergy` are $E_{\rm iso}$ and $E_{\rm cell}$, without the factor $\tfrac12$.
- `StrictAntiOn w (Set.Ioi 0)` says that $w$ decreases strictly at nonzero separations, in the component-by-component order. Nothing is asked of $w(0)$.
- `coulomb u` is $1/r$ in units of the grid spacing, which is taken to be the same along every axis. The number `u` stands for the finite self-interaction of the charge at one grid point, where $1/r$ diverges. It cancels from the error.

The hypotheses `hD` and `hN` say $0\le D_i$ and $D_i<N_i$. Under them, `martynaTuckerman_iff` states that the energies agree for all kernels and all densities if and only if $2D_i\le N_i$ on every axis. `exact_iff_of_strictAnti` gives the same equivalence for each single strictly decreasing kernel, which answers your second question. Strictness matters here: a kernel that is constant at all nonzero separations is exact in any cell that contains the box.

Martyna and Tuckerman's scheme works in reciprocal space with a plane-wave density. The theorem that carries their names here concerns only the cell-size condition, for real-space sums on a grid. The step left to you is the passage from a continuous electron density, whose tails never quite vanish, to grid values that are zero outside a box. Because the kernel sees only the absolute separation along each axis, the model describes orthogonal cells and not skewed ones.

```lean
import Mathlib

noncomputable section

namespace DoubledCell

variable {ι : Type*} [Fintype ι] [DecidableEq ι]

/-- Minimum-image distance of a displacement `d` on a periodic axis with `N > 0` grid points. -/
def minImage (N d : ℤ) : ℤ := min (d % N) (N - d % N)

/-- Pair energy of a density `ρ` on the grid box `0 ≤ x ≤ D`, for an interaction `K` that depends on
the displacement. The sum runs over all ordered pairs, self-terms included, without the factor
`1/2`. -/
def pairEnergy (D : ι → ℤ) (K : (ι → ℤ) → ℝ) (ρ : (ι → ℤ) → ℝ) : ℝ :=
  ∑ x ∈ Finset.Icc 0 D, ∑ y ∈ Finset.Icc 0 D, ρ x * ρ y * K (x - y)

/-- Energy of the isolated system: the kernel `w` sees the true separation along each axis. -/
def isolatedEnergy (D : ι → ℤ) (w : (ι → ℤ) → ℝ) (ρ : (ι → ℤ) → ℝ) : ℝ :=
  pairEnergy D (fun d => w (fun i => |d i|)) ρ

/-- Energy in the periodic cell with `N i > 0` grid points along axis `i`: the kernel `w` sees
the minimum-image separation along each axis. -/
def cellEnergy (N D : ι → ℤ) (w : (ι → ℤ) → ℝ) (ρ : (ι → ℤ) → ℝ) : ℝ :=
  pairEnergy D (fun d => w (fun i => minImage (N i) (d i))) ρ

/-- A point charge `q` at the origin together with a point charge `q'` at `p`. -/
def twoCharges (p : ι → ℤ) (q q' : ℝ) : (ι → ℤ) → ℝ :=
  fun x => (if x = 0 then q else 0) + (if x = p then q' else 0)

/-- The Coulomb kernel `1/r` on the grid, with a chosen on-site value `u` at `r = 0`. -/
def coulomb (u : ℝ) (n : ι → ℤ) : ℝ :=
  if n = 0 then u else 1 / √(∑ i, (n i : ℝ) ^ 2)

/-- The minimum-image distance is unchanged by a shift through whole cells. -/
theorem minImage_periodic (N d k : ℤ) : minImage N (d + N * k) = minImage N d := by
  unfold minImage
  rw [Int.add_mul_emod_self_left]

/-- For displacements shorter than the cell, the minimum-image distance is the smaller of
`|d|` and `N - |d|`. -/
theorem minImage_eq {N d : ℤ} (h : |d| < N) : minImage N d = min |d| (N - |d|) := by
  obtain ⟨h1, h2⟩ := abs_lt.1 h
  unfold minImage
  rcases lt_or_ge d 0 with hd | hd
  · -- a negative displacement is folded back by one cell
    have e : d % N = d + N := by
      have h3 := Int.add_mul_emod_self_left d N 1
      rw [mul_one] at h3
      rw [← h3]
      exact Int.emod_eq_of_lt (by omega) (by omega)
    rw [e, abs_of_neg hd]
    omega
  · rw [Int.emod_eq_of_lt hd h2, abs_of_nonneg hd]

/-- If the cell is longer than the box and at least twice its extent `D i` along every axis,
the periodic cell gives the isolated energy for every kernel and every density. -/
theorem cellEnergy_eq_of_doubled {N D : ι → ℤ} (hN : ∀ i, D i < N i)
    (h : ∀ i, 2 * D i ≤ N i) (w : (ι → ℤ) → ℝ) (ρ : (ι → ℤ) → ℝ) :
    cellEnergy N D w ρ = isolatedEnergy D w ρ := by
  unfold cellEnergy isolatedEnergy pairEnergy
  refine Finset.sum_congr rfl fun x hx => Finset.sum_congr rfl fun y hy => ?_
  -- each separation inside the box is its own minimum image
  have e : (fun i => minImage (N i) (x i - y i)) = fun i => |x i - y i| := by
    funext i
    have hx0 : 0 ≤ x i := (Finset.mem_Icc.1 hx).1 i
    have hx1 : x i ≤ D i := (Finset.mem_Icc.1 hx).2 i
    have hy0 : 0 ≤ y i := (Finset.mem_Icc.1 hy).1 i
    have hy1 : y i ≤ D i := (Finset.mem_Icc.1 hy).2 i
    have hb : |x i - y i| ≤ D i := abs_le.2 ⟨by omega, by omega⟩
    have h1 := hN i
    have h2 := h i
    rw [minImage_eq (lt_of_le_of_lt hb h1)]
    exact min_eq_left (by linarith)
  exact congrArg (fun v => ρ x * ρ y * w v) e

/-- Pair energy of a charge `q` at the origin and a charge `q'` at a point `p` of the box: two
self-terms and two cross terms. -/
theorem pairEnergy_twoCharges {D p : ι → ℤ} (hp : p ∈ Finset.Icc 0 D)
    (K : (ι → ℤ) → ℝ) (q q' : ℝ) :
    pairEnergy D K (twoCharges p q q')
      = (q ^ 2 + q' ^ 2) * K 0 + q * q' * (K p + K (-p)) := by
  have h0 : (0 : ι → ℤ) ∈ Finset.Icc 0 D :=
    Finset.mem_Icc.2 ⟨le_rfl, (Finset.mem_Icc.1 hp).1.trans (Finset.mem_Icc.1 hp).2⟩
  -- summing against two point charges samples the function at two points
  have key : ∀ f : (ι → ℤ) → ℝ,
      ∑ x ∈ Finset.Icc 0 D, twoCharges p q q' x * f x = q * f 0 + q' * f p := by
    intro f
    simp only [twoCharges, add_mul, ite_mul, zero_mul, Finset.sum_add_distrib,
      Finset.sum_ite_eq', if_pos h0, if_pos hp]
  simp only [pairEnergy, mul_assoc, ← Finset.mul_sum]
  simp only [key, sub_self, zero_sub, sub_zero]
  ring

/-- For a charge `q` at the origin and a charge `q'` at a point `p` of the box, with `p i < N i` on
every axis, the cell energy minus the isolated energy is `2 q q'` times the difference between the
kernel at the minimum image and the kernel at the true separation. -/
theorem twoCharges_error {N D p : ι → ℤ} (hp : p ∈ Finset.Icc 0 D)
    (hpN : ∀ i, p i < N i) (w : (ι → ℤ) → ℝ) (q q' : ℝ) :
    cellEnergy N D w (twoCharges p q q') - isolatedEnergy D w (twoCharges p q q')
      = 2 * q * q' * (w (fun i => minImage (N i) (p i)) - w (fun i => |p i|)) := by
  have hp0 : ∀ i, 0 ≤ p i := fun i => (Finset.mem_Icc.1 hp).1 i
  have hm0 : ∀ i, minImage (N i) 0 = 0 := by
    intro i
    have h1 := hp0 i
    have h2 := hpN i
    unfold minImage
    rw [Int.zero_emod]
    omega
  have hneg : ∀ i, minImage (N i) (-p i) = minImage (N i) (p i) := by
    intro i
    have h : |p i| < N i := by rw [abs_of_nonneg (hp0 i)]; exact hpN i
    rw [minImage_eq (by rwa [abs_neg]), minImage_eq h, abs_neg]
  rw [cellEnergy, isolatedEnergy, pairEnergy_twoCharges hp, pairEnergy_twoCharges hp]
  simp only [Pi.zero_apply, Pi.neg_apply, hm0, hneg, abs_neg, abs_zero]
  ring

/-- Let a nonempty box fit in the cell, but let the cell length `N i` be less than twice the box's
extent `D i` along axis `i`. For a kernel strictly decreasing at nonzero separations, a charge `+1`
at the origin and a charge `-1` at distance `D i` along that axis get a cell energy strictly below
the isolated one. -/
theorem dipole_energy_too_low {N D : ι → ℤ} (hD : ∀ i, 0 ≤ D i) (hN : ∀ i, D i < N i)
    {w : (ι → ℤ) → ℝ} (hw : StrictAntiOn w (Set.Ioi 0)) {i : ι} (hi : N i < 2 * D i) :
    cellEnergy N D w (twoCharges (Pi.single i (D i)) 1 (-1))
      < isolatedEnergy D w (twoCharges (Pi.single i (D i)) 1 (-1)) := by
  obtain ⟨p, hp⟩ : ∃ p : ι → ℤ, p = Pi.single i (D i) := ⟨_, rfl⟩
  rw [← hp]
  have hpi : p i = D i := by rw [hp, Pi.single_eq_same]
  have hb : ∀ j, 0 ≤ p j ∧ p j ≤ D j := by
    intro j
    rcases eq_or_ne j i with h | h
    · rw [h, hpi]
      exact ⟨hD i, le_rfl⟩
    · rw [hp, Pi.single_eq_of_ne h]
      exact ⟨le_rfl, hD j⟩
  have hpN : ∀ j, p j < N j := fun j => lt_of_le_of_lt (hb j).2 (hN j)
  have habs : ∀ j, |p j| = p j := fun j => abs_of_nonneg (hb j).1
  have hm : ∀ j, minImage (N j) (p j) = min (p j) (N j - p j) := by
    intro j
    rw [minImage_eq (by rw [habs j]; exact hpN j), habs j]
  have hNi := hN i
  -- the minimum image is a nonzero separation, strictly shorter than the true one
  have hlow : (0 : ι → ℤ) < fun j => minImage (N j) (p j) := by
    refine Pi.lt_def.2 ⟨fun j => ?_, i, ?_⟩
    · change 0 ≤ minImage (N j) (p j)
      rw [hm j]
      exact le_min (hb j).1 (by linarith [hpN j])
    · change 0 < minImage (N i) (p i)
      rw [hm i, hpi]
      exact lt_min (by linarith) (by linarith)
  have hup : (fun j => minImage (N j) (p j)) < fun j => |p j| := by
    refine Pi.lt_def.2 ⟨fun j => ?_, i, ?_⟩
    · change minImage (N j) (p j) ≤ |p j|
      rw [hm j, habs j]
      exact min_le_left _ _
    · change minImage (N i) (p i) < |p i|
      rw [hm i, habs i, hpi]
      exact lt_of_le_of_lt (min_le_right _ _) (by linarith)
  have hlt := hw hlow (hlow.trans hup) hup
  have e := twoCharges_error (Finset.mem_Icc.2 ⟨fun j => (hb j).1, fun j => (hb j).2⟩)
    hpN w 1 (-1)
  linarith

/-- For a nonempty box that fits in the cell and any one kernel strictly decreasing at nonzero
separations, the cell energy equals the isolated energy for all densities iff the cell length `N i`
is at least twice the box's extent `D i` along every axis. -/
theorem exact_iff_of_strictAnti {N D : ι → ℤ} (hD : ∀ i, 0 ≤ D i) (hN : ∀ i, D i < N i)
    {w : (ι → ℤ) → ℝ} (hw : StrictAntiOn w (Set.Ioi 0)) :
    (∀ ρ, cellEnergy N D w ρ = isolatedEnergy D w ρ) ↔ ∀ i, 2 * D i ≤ N i := by
  refine ⟨fun h i => ?_, fun h ρ => cellEnergy_eq_of_doubled hN h w ρ⟩
  by_contra hi
  exact (dipole_energy_too_low hD hN hw (not_le.1 hi)).ne (h _)

omit [DecidableEq ι] in
/-- The Coulomb kernel is strictly decreasing at nonzero separations, whatever its on-site
value. -/
theorem coulomb_strictAntiOn (u : ℝ) :
    StrictAntiOn (coulomb u : (ι → ℤ) → ℝ) (Set.Ioi 0) := by
  intro a ha b hb hab
  have ha' : 0 < a := ha
  have hb' : 0 < b := hb
  obtain ⟨h0, i, hi⟩ := Pi.lt_def.1 ha'
  obtain ⟨hle, j, hj⟩ := Pi.lt_def.1 hab
  have ha0 : ∀ k, (0 : ℝ) ≤ a k := fun k => Int.cast_nonneg (h0 k)
  have hai : (0 : ℝ) < a i := Int.cast_pos.2 hi
  have hpos : 0 < ∑ k, (a k : ℝ) ^ 2 :=
    Finset.sum_pos' (fun k _ => sq_nonneg _) ⟨i, Finset.mem_univ i, pow_pos hai 2⟩
  have hlt : ∑ k, (a k : ℝ) ^ 2 < ∑ k, (b k : ℝ) ^ 2 := by
    refine Finset.sum_lt_sum (fun k _ => ?_) ⟨j, Finset.mem_univ j, ?_⟩
    · exact pow_le_pow_left₀ (ha0 k) (Int.cast_le.2 (hle k)) 2
    · exact pow_lt_pow_left₀ (Int.cast_lt.2 hj) (ha0 j) two_ne_zero
  simp only [coulomb, if_neg ha'.ne', if_neg hb'.ne']
  exact one_div_lt_one_div_of_lt (Real.sqrt_pos.2 hpos) (Real.sqrt_lt_sqrt hpos.le hlt)

/-- For a nonempty box that fits in the cell, the minimum-image energy equals the isolated energy
for all kernels and all densities iff the cell length `N i` is at least twice the box's extent `D i`
along every axis. -/
theorem martynaTuckerman_iff {N D : ι → ℤ} (hD : ∀ i, 0 ≤ D i) (hN : ∀ i, D i < N i) :
    (∀ w ρ, cellEnergy N D w ρ = isolatedEnergy D w ρ) ↔ ∀ i, 2 * D i ≤ N i :=
  -- the Coulomb kernel alone already forces the condition
  ⟨fun h => (exact_iff_of_strictAnti hD hN (coulomb_strictAntiOn 0)).1 (h _),
    fun h w ρ => cellEnergy_eq_of_doubled hN h w ρ⟩

end DoubledCell
```

```lean
#print axioms DoubledCell.minImage_periodic
-- 'DoubledCell.minImage_periodic' depends on axioms: [propext]
#print axioms DoubledCell.cellEnergy_eq_of_doubled
-- 'DoubledCell.cellEnergy_eq_of_doubled' depends on axioms: [propext, Classical.choice, Quot.sound]
#print axioms DoubledCell.martynaTuckerman_iff
-- 'DoubledCell.martynaTuckerman_iff' depends on axioms: [propext, Classical.choice, Quot.sound]
```

## From the folded distance to the equivalence

`minImage_periodic` confirms that the distance is unchanged by whole-cell shifts. `minImage_eq` proves the formula $\min(|d|,N-|d|)$ by the same split into negative and nonnegative $d$ as above.

`cellEnergy_eq_of_doubled` is the term-by-term comparison. The two uses of `Finset.sum_congr` reduce it to one pair $x,y$. The equation `e` then says that each separation is its own minimum image: `hb` bounds the separation by $D_i$, and `min_eq_left` picks the direct distance.

`pairEnergy_twoCharges` evaluates the double sum. Its inner statement `key` says that summing a function against the two charges gives $q f(0)+q' f(p)$; using it for both sums leaves the self-terms and cross terms. `twoCharges_error` subtracts the two energies. There `hm0` makes the self-terms equal, and `hneg` says that $p$ and $-p$ have the same minimum image.

`dipole_energy_too_low` places the charges at opposite faces, with `Pi.single i (D i)` as the vector $p$. The facts `hlow` and `hup` state $0<m(p)<|p|$ in the order on vectors, which is what the monotonicity hypothesis `hw` needs. The error formula with charges $1$ and $-1$ then gives the strict inequality.

In `exact_iff_of_strictAnti`, one direction is the doubled-cell result. For the other, an axis that violates the condition would supply this dipole and contradict the assumed equality. `coulomb_strictAntiOn` compares the sums of squares, and `martynaTuckerman_iff` inserts the Coulomb kernel with on-site value 0.

## The same threshold in an FFT Poisson solver

A code that computes the electrostatic energy of a molecule on a grid can tabulate $w(m(d))$ for one period of displacements and Fourier transform the table once. It multiplies the result by the transform of the density and transforms back, which gives the potential
$$V(x)=\sum_y \rho(y)\,w(m(x-y)).$$
Half the sum of $\rho V$ is then the electrostatic energy of $\rho$, up to volume factors; if $\rho$ is the electron density alone, this is the Hartree energy. This use of the convolution theorem lies beyond the Lean theorems, which concern the double sum itself.

Take a density with $D=40$ along one axis. With $N=80$, the displacements $40$ and $-40$ share a table entry, and that entry correctly holds distance 40. With $N=79$, the entry for displacement 40 holds distance 39, so charge at one face interacts with charge at the other as if it were one grid spacing closer along this axis.

The condition applies to each axis separately. To guarantee the energy of every density in a long, thin box, the cell has to be at least twice the box's length in one direction but only twice its width in the others, and extra vacuum along one axis does not make up for a short cell along another.
